# A 45° rotation about the cube axis z changes the sum of the Voigt eigenvalues of every elastically anisotropic cubic crystal

Suppose the elastic constants of a cubic crystal are computed twice, once in a cell aligned with the cube axes and once in a cell turned by 45° about z. The crystal is the same, but the two 6×6 Voigt stiffness matrices generally differ. Do they at least have the same eigenvalues, counted with multiplicity? In linear elasticity with cubic symmetry they do only if the three constants satisfy $2C_{44}=C_{11}-C_{12}$, the condition for elastic isotropy. For an elastically anisotropic cubic crystal, the Voigt eigenvalues from these two cells are therefore not directly comparable.

## The cubic stiffness tensor and its rotation

```lean
import Mathlib

open Matrix

namespace VoigtRotation

noncomputable section
```

The file loads Mathlib, Lean's library of mathematics, and opens its matrix notation, in which `ᵀ` is the transpose.

```lean
/-- A fourth-rank tensor in three dimensions, with real Cartesian components. -/
abbrev Tensor4 := Fin 3 → Fin 3 → Fin 3 → Fin 3 → ℝ
```

A stiffness tensor assigns a real number $C_{ijkl}$ to four indices. The type `Fin 3` contains 0, 1 and 2, which stand for x, y and z. Tensor components below are numbered in this way, while $C_{11}$, $C_{12}$ and $C_{44}$ keep their customary names.

```lean
/-- The Kronecker delta in three dimensions. -/
abbrev delta (i j : Fin 3) : ℝ := (1 : Matrix (Fin 3) (Fin 3) ℝ) i j
```

This is $\delta_{ij}$, read off as an entry of the identity matrix.

```lean
/-- The stiffness tensor of a cubic crystal in its crystal axes. -/
def cubic (C11 C12 C44 : ℝ) : Tensor4 := fun i j k l =>
  C12 * (delta i j * delta k l) + C44 * (delta i k * delta j l + delta i l * delta j k)
    + (C11 - C12 - 2 * C44) * ∑ a, delta i a * delta j a * delta k a * delta l a
```

With $A=C_{11}-C_{12}-2C_{44}$, the definition reads

$$C_{ijkl}=C_{12}\,\delta_{ij}\delta_{kl}+C_{44}(\delta_{ik}\delta_{jl}+\delta_{il}\delta_{jk})+A\sum_a\delta_{ia}\delta_{ja}\delta_{ka}\delta_{la}.$$

It gives $C_{0000}=C_{11}$, $C_{0011}=C_{12}$ and $C_{0101}=C_{44}$. The constants are arbitrary real numbers; mechanical stability is not required.

```lean
/-- The transformation of a fourth-rank tensor by a matrix acting on each index. -/
def rotate (R : Matrix (Fin 3) (Fin 3) ℝ) (C : Tensor4) : Tensor4 := fun i j k l =>
  ∑ a, ∑ b, ∑ c, ∑ d, R i a * R j b * R k c * R l d * C a b c d
```

Each index is transformed by $R$: $C'_{ijkl}=\sum_{abcd}R_{ia}R_{jb}R_{kc}R_{ld}C_{abcd}$. This turns the crystal while the laboratory axes stay fixed.

```lean
/-- The rotation by the angle `θ` about the z axis. -/
def rotZ (θ : ℝ) : Matrix (Fin 3) (Fin 3) ℝ :=
  !![Real.cos θ, -Real.sin θ, 0; Real.sin θ, Real.cos θ, 0; 0, 0, 1]
```

This is the usual rotation matrix about z, with the angle in radians.

## Voigt and Kelvin matrices

```lean
/-- The Voigt index pairs in the order 11, 22, 33, 23, 13, 12. -/
def pair : Fin 6 → Fin 3 × Fin 3 := ![(0, 0), (1, 1), (2, 2), (1, 2), (0, 2), (0, 1)]
```

The six Voigt indices, numbered 0 to 5 in Lean, are matched with pairs of Cartesian indices.

```lean
/-- The 6 by 6 Voigt stiffness matrix of a fourth-rank tensor. -/
def voigt (C : Tensor4) : Matrix (Fin 6) (Fin 6) ℝ :=
  Matrix.of fun I J => C (pair I).1 (pair I).2 (pair J).1 (pair J).2
```

The Voigt entry $(I,J)$ is the tensor component with the two corresponding pairs, without extra factors. This is the standard stiffness convention, used with engineering shear strains.

```lean
/-- The Kelvin weights: 1 for normal and `√2` for shear components. -/
def weight : Fin 6 → ℝ := ![1, 1, 1, √2, √2, √2]
```

These weights belong to the Kelvin convention, which serves as a comparison.

```lean
/-- The Kelvin matrix: the Voigt matrix with a weight on each row and column. -/
def kelvin (C : Tensor4) : Matrix (Fin 6) (Fin 6) ℝ :=
  Matrix.of fun I J => weight I * weight J * voigt C I J
```

Shear–shear entries acquire a factor 2, and normal–shear entries a factor $\sqrt2$.

```lean
/-- The eigenvalues of the Voigt matrix, counted with algebraic multiplicity. -/
def voigtSpectrum (C : Tensor4) : Multiset ℂ :=
  ((voigt C).map Complex.ofReal).charpoly.roots
```

The spectrum is the multiset of complex roots of the characteristic polynomial. A multiset records how often each eigenvalue occurs, so the results below do not compare mere sets of distinct values.

## Only the anisotropic term feels the rotation

```lean
/-- Under an orthogonal transformation, only the anisotropic term of a cubic stiffness tensor
changes its form. -/
theorem rotate_cubic (C11 C12 C44 : ℝ) (R : Matrix (Fin 3) (Fin 3) ℝ) (hR : R * Rᵀ = 1)
    (i j k l : Fin 3) :
    rotate R (cubic C11 C12 C44) i j k l =
      C12 * (delta i j * delta k l) + C44 * (delta i k * delta j l + delta i l * delta j k)
        + (C11 - C12 - 2 * C44) * ∑ a, R i a * R j a * R k a * R l a := by
  -- orthonormality of the rows turns each delta into a sum over R
  have h : ∀ p q : Fin 3, delta p q = R p 0 * R q 0 + R p 1 * R q 1 + R p 2 * R q 2 := by
    intro p q
    have := congrFun (congrFun hR p) q
    simp only [Matrix.mul_apply, Matrix.transpose_apply, Fin.sum_univ_three] at this
    exact this.symm
  rw [h i j, h k l, h i k, h j l, h i l, h j k]
  have d0 : ∀ p : Fin 3, delta p p = 1 := fun p => Matrix.one_apply_eq p
  have d1 : delta 0 1 = 0 := Matrix.one_apply_ne (by decide)
  have d2 : delta 0 2 = 0 := Matrix.one_apply_ne (by decide)
  have d3 : delta 1 0 = 0 := Matrix.one_apply_ne (by decide)
  have d4 : delta 1 2 = 0 := Matrix.one_apply_ne (by decide)
  have d5 : delta 2 0 = 0 := Matrix.one_apply_ne (by decide)
  have d6 : delta 2 1 = 0 := Matrix.one_apply_ne (by decide)
  simp only [rotate, cubic, Fin.sum_univ_three, d0, d1, d2, d3, d4, d5, d6,
    mul_zero, mul_one, add_zero, zero_add]
  ring
```

In a Lean theorem, the hypotheses stand in parentheses before the colon and the claim after it. Here `hR` says $RR^{\mathsf T}=1$, which admits reflections as well as rotations.

By hand, each delta in the first two terms transforms as
$$\sum_{ab}R_{ia}R_{jb}\delta_{ab}=\sum_aR_{ia}R_{ja}=\delta_{ij},$$
so these terms are unchanged. In the last term the deltas set all four summed indices equal, which leaves $A\sum_aR_{ia}R_{ja}R_{ka}R_{la}$.

Lean runs the first step backwards: `h` writes each delta on the right as a scalar product of rows of $R$. After the sums are expanded, `ring` checks that the two polynomials agree.

```lean
/-- If `2 C44 = C11 - C12`, every orthogonal transformation leaves the stiffness tensor
unchanged. -/
theorem rotate_isotropic (C11 C12 C44 : ℝ) (h : 2 * C44 = C11 - C12)
    (R : Matrix (Fin 3) (Fin 3) ℝ) (hR : R * Rᵀ = 1) :
    rotate R (cubic C11 C12 C44) = cubic C11 C12 C44 := by
  have hA : C11 - C12 - 2 * C44 = 0 := by linarith
  funext i j k l
  rw [rotate_cubic C11 C12 C44 R hR]
  simp only [cubic, hA, zero_mul]
```

If $2C_{44}=C_{11}-C_{12}$, then $A=0$. The only term that could change is absent, and the whole tensor is invariant.

```lean
/-- The rotation about the z axis is orthogonal. -/
theorem rotZ_orthogonal (θ : ℝ) : rotZ θ * (rotZ θ)ᵀ = 1 := by
  ext i j
  fin_cases i <;> fin_cases j <;>
    simp [rotZ, Matrix.mul_apply, Fin.sum_univ_three] <;>
    nlinarith [Real.sin_sq_add_cos_sq θ]
```

The nine entries of $RR^{\mathsf T}$ are checked one by one, using $\sin^2\theta+\cos^2\theta=1$.

## The change in the Voigt trace

```lean
/-- The Voigt trace is the sum of the three normal and the three shear stiffnesses. -/
theorem trace_voigt (C : Tensor4) : (voigt C).trace =
    C 0 0 0 0 + C 1 1 1 1 + C 2 2 2 2 + C 1 2 1 2 + C 0 2 0 2 + C 0 1 0 1 := by
  simp only [Matrix.trace, Fin.sum_univ_six]
  rfl
```

The diagonal contains three normal and three shear stiffnesses, each counted once.

```lean
/-- Rotating a cubic crystal by `θ` about z changes the trace of its Voigt matrix by
`(C44 - (C11 - C12)/2) sin² 2θ`. -/
theorem trace_change (C11 C12 C44 θ : ℝ) :
    (voigt (rotate (rotZ θ) (cubic C11 C12 C44))).trace - (voigt (cubic C11 C12 C44)).trace
      = (C44 - (C11 - C12) / 2) * Real.sin (2 * θ) ^ 2 := by
  rw [trace_voigt, trace_voigt, Real.sin_two_mul]
  simp only [rotate_cubic C11 C12 C44 _ (rotZ_orthogonal θ)]
  simp [cubic, rotZ, Fin.sum_univ_three, Matrix.one_apply]
  linear_combination 2 * (C11 - C12 - 2 * C44) *
    (Real.sin θ ^ 2 + Real.cos θ ^ 2 + 1) * Real.sin_sq_add_cos_sq θ
```

Write $c=\cos\theta$ and $s=\sin\theta$. By the formula for the rotated tensor, the trace can change only through the factor multiplying $A$. Before the rotation this factor is 3. Afterwards the normal components contribute $2(c^4+s^4)+1$ and the shear components $2c^2s^2$. Since $c^4+s^4=1-2c^2s^2$, the total is
$$3-2c^2s^2=3-\tfrac12\sin^22\theta.$$
The trace therefore changes by
$$-\tfrac12A\sin^22\theta=\left(C_{44}-\frac{C_{11}-C_{12}}2\right)\sin^22\theta.$$

The closing `linear_combination` gives the multiple of $s^2+c^2=1$ that accounts for the difference between the two sides.

In the limiting case $\theta=0$ nothing changes. The same holds for the trace at 90°, where the cube is mapped onto itself.

```lean
/-- A rotation by 45 degrees about z changes the Voigt trace by `C44 - (C11 - C12)/2`. -/
theorem trace_change_45 (C11 C12 C44 : ℝ) :
    (voigt (rotate (rotZ (Real.pi / 4)) (cubic C11 C12 C44))).trace
      - (voigt (cubic C11 C12 C44)).trace = C44 - (C11 - C12) / 2 := by
  rw [trace_change, show 2 * (Real.pi / 4) = Real.pi / 2 by ring, Real.sin_pi_div_two]
  ring
```

At 45° we have $\sin2\theta=1$, and the change reaches its full size.

Take $C_{11}=5$, $C_{12}=1$, $C_{44}=1$ in arbitrary units. The trace is $3\cdot5+3\cdot1=18$. After the 45° rotation the diagonal is $4,4,5,1,1,2$, with sum 17. The change is $-1=1-(5-1)/2$. Diagonalising by hand gives the eigenvalues $7,4,4,1,1,1$ before and $7,4,2,2,1,1$ after.

## From the trace to the eigenvalues

```lean
/-- The Voigt eigenvalues, counted with multiplicity, add up to the Voigt trace. -/
theorem sum_voigtSpectrum (C : Tensor4) :
    (voigtSpectrum C).sum = ((voigt C).trace : ℂ) := by
  rw [voigtSpectrum, ← Matrix.trace_eq_sum_roots_charpoly]
  simp [Matrix.trace]
```

Over the complex numbers the characteristic polynomial has six roots, counted with multiplicity, and their sum is the trace.

```lean
/-- For a rotation about z with `sin 2θ ≠ 0`, the Voigt eigenvalues of a cubic crystal, counted
with multiplicity, are unchanged if and only if `2 C44 = C11 - C12`. -/
theorem voigtSpectrum_rotate_iff (C11 C12 C44 θ : ℝ) (hθ : Real.sin (2 * θ) ≠ 0) :
    voigtSpectrum (rotate (rotZ θ) (cubic C11 C12 C44)) = voigtSpectrum (cubic C11 C12 C44)
      ↔ 2 * C44 = C11 - C12 := by
  constructor
  · intro h
    -- equal spectra have equal sums, hence equal traces
    have hs := congrArg Multiset.sum h
    rw [sum_voigtSpectrum, sum_voigtSpectrum] at hs
    have ht := Complex.ofReal_injective hs
    have hc := trace_change C11 C12 C44 θ
    rw [ht, sub_self] at hc
    rcases mul_eq_zero.mp hc.symm with h0 | h0
    · linarith
    · exact absurd h0 (pow_ne_zero 2 hθ)
  · intro h
    rw [rotate_isotropic C11 C12 C44 h _ (rotZ_orthogonal θ)]
```

The symbol `↔` means "if and only if", and `constructor` splits the proof into its two directions.

If the spectra agree, so do their sums and hence the traces. The trace formula then gives
$$0=\left(C_{44}-\frac{C_{11}-C_{12}}2\right)\sin^22\theta.$$
As $\sin2\theta\ne0$ by hypothesis, the bracket vanishes. Conversely, if $2C_{44}=C_{11}-C_{12}$, the tensor itself is unchanged, and so is its spectrum.

## The Kelvin trace stays fixed

```lean
/-- The trace of the Kelvin matrix of a cubic crystal is the same after every orthogonal
transformation. -/
theorem kelvin_trace_invariant (C11 C12 C44 : ℝ) (R : Matrix (Fin 3) (Fin 3) ℝ)
    (hR : R * Rᵀ = 1) :
    (kelvin (rotate R (cubic C11 C12 C44))).trace = (kelvin (cubic C11 C12 C44)).trace := by
  have hk : ∀ C : Tensor4, (kelvin C).trace = C 0 0 0 0 + C 1 1 1 1 + C 2 2 2 2
      + 2 * (C 1 2 1 2 + C 0 2 0 2 + C 0 1 0 1) := by
    intro C
    have h2 : √2 * √2 = (2 : ℝ) := Real.mul_self_sqrt (by norm_num)
    have e : (kelvin C).trace = 1 * 1 * C 0 0 0 0 + 1 * 1 * C 1 1 1 1 + 1 * 1 * C 2 2 2 2
        + √2 * √2 * C 1 2 1 2 + √2 * √2 * C 0 2 0 2 + √2 * √2 * C 0 1 0 1 := by
      simp only [Matrix.trace, Fin.sum_univ_six]
      rfl
    rw [e, h2]
    ring
  -- the columns of R are unit vectors
  have hq : ∀ a : Fin 3, R 0 a ^ 2 + R 1 a ^ 2 + R 2 a ^ 2 = 1 := by
    intro a
    have hT : Rᵀ * R = 1 := mul_eq_one_comm.mp hR
    have := congrFun (congrFun hT a) a
    simp only [Matrix.mul_apply, Matrix.transpose_apply, Fin.sum_univ_three,
      Matrix.one_apply_eq] at this
    linarith
  rw [hk, hk]
  simp only [rotate_cubic C11 C12 C44 R hR]
  simp only [cubic, delta, Fin.sum_univ_three, Matrix.one_apply, Fin.reduceEq, if_true, if_false]
  linear_combination (C11 - C12 - 2 * C44) *
    ((R 0 0 ^ 2 + R 1 0 ^ 2 + R 2 0 ^ 2 + 1) * hq 0
      + (R 0 1 ^ 2 + R 1 1 ^ 2 + R 2 1 ^ 2 + 1) * hq 1
      + (R 0 2 ^ 2 + R 1 2 ^ 2 + R 2 2 ^ 2 + 1) * hq 2)

end

end VoigtRotation
```

The Kelvin trace counts each shear stiffness twice, as `hk` records. For a transformed cubic tensor, the factor multiplying $A$ is now a sum of perfect squares:
$$\sum_a\Big(\sum_iR_{ia}^4+2\sum_{i<j}R_{ia}^2R_{ja}^2\Big)=\sum_a\Big(\sum_iR_{ia}^2\Big)^2=3.$$
The last step uses that the columns of $R$ are unit vectors, which is `hq`. The value 3 is also the one before the transformation, so the trace is unchanged. In the numerical example it is 21 in both orientations. The theorem concerns the trace of the Kelvin matrix, not its individual eigenvalues.

```lean
#print axioms VoigtRotation.trace_change_45
-- 'VoigtRotation.trace_change_45' depends on axioms: [propext, Classical.choice, Quot.sound]
#print axioms VoigtRotation.voigtSpectrum_rotate_iff
-- 'VoigtRotation.voigtSpectrum_rotate_iff' depends on axioms: [propext, Classical.choice, Quot.sound]
#print axioms VoigtRotation.kelvin_trace_invariant
-- 'VoigtRotation.kelvin_trace_invariant' depends on axioms: [propext, Classical.choice, Quot.sound]
```
